# A two-dimensional ring model: finite second-order energy, then a logarithm

In a two-dimensional electron gas the Coulomb interaction between electrons behaves as $1/q$ at momentum transfer $q$. The random-phase approximation sums the ring diagrams, and the ring of order $n$ contains the interaction $n$ times, hence a factor $1/q^n$. At sufficiently high order the integral over small $q$ diverges, although the sum of all rings may be finite. What does that sum look like at high density, where the coupling is weak?

A one-parameter model shows the mechanism. Let $a>0$ be proportional to the density parameter $r_s$, measure $q$ in units of a cutoff proportional to the Fermi wavevector, and define

$$J(a)=\int_0^1 q^2\left[\ln\left(1+\frac aq\right)-\frac aq\right]dq .$$

One factor of $q$ comes from the area element in two dimensions, the other from the frequency integral, whose range scales with $q$. The cutoff marks where the small-$q$ form of the response stops being usable. The model replaces the frequency-dependent polarizability by a constant, so its numerical coefficients are not those of the electron gas. In atomic units, the ring energy per electron corresponds to $J/a^2$, up to a constant factor. The claim is

$$J(a)=\tfrac13\left[(1+a^3)\ln(1+a)-a^3\ln a-a-a^2\right],$$

with $J/a^2\to-\tfrac12$ and $(J+a^2/2)/(a^3\ln a)\to-\tfrac13$ as $a\to0^+$. After division by $a^2$, the second limit describes an $r_s\ln r_s$ term.

## Integrating the summed rings

Since $\ln(1+a/q)=\ln(q+a)-\ln q$, the integrand is $q^2\ln(q+a)-q^2\ln q-aq$. Integrate the first term by parts, using $q^3/(q+a)=q^2-aq+a^2-a^3/(q+a)$:

$$\int q^2\ln(q+a)\,dq=\frac{q^3+a^3}{3}\ln(q+a)-\frac{q^3}{9}+\frac{aq^2}{6}-\frac{a^2q}{3}.$$

The other two terms give $-\tfrac{q^3}{3}\ln q+\tfrac{q^3}{9}$ and $-\tfrac{aq^2}{2}$. Together they yield the primitive

$$F(q)=\tfrac13\left[(q^3+a^3)\ln(q+a)-q^3\ln q-aq^2-a^2q\right].$$

As $q\to0$, $q^3\ln q\to0$ and $F\to\tfrac13a^3\ln a$. Subtracting this from $F(1)$ gives the closed form.

## Where the logarithm comes from

Expanding the integrand in $a$ gives the terms $q^2(-1)^{n+1}(a/q)^n/n$ for $n\ge2$. The second-order term is the constant $-a^2/2$, which is also its integral. The third-order term is $a^3/(3q)$, whose integral diverges at small $q$. For $q>0$ the expansion converges only when $q\ge a$; cutting the third-order integral off there gives $\tfrac{a^3}{3}\int_a^1 dq/q=-\tfrac{a^3}{3}\ln a$, the correct logarithm.

For a controlled estimate, write $L=\ln(1+a)=a-\tfrac{a^2}{2}+\tfrac{a^3}{3}-r$. The remainder satisfies $0\le r\le a^4/4$. Indeed, the derivative of $x-\tfrac{x^2}{2}+\tfrac{x^3}{3}-\ln(1+x)$ is $x^3/(1+x)$, which lies between $0$ and $x^3$ for $x\ge0$. Insertion into the closed form gives

$$J=-\frac{a^2}{2}-\frac{a^3}{3}\ln a+\frac{a^3}{9}+\frac{a^3L-r}{3}.$$

Because $0\le L\le a$, the last fraction has magnitude at most $a^4/3$. Now set $c(a)=(J+\tfrac{a^2}{2}+\tfrac{a^3}{3}\ln a)/a^3$. The estimate says $|c(a)-\tfrac19|\le a/3$, so $c(a)\to\tfrac19$. The two claimed limits follow from

$$\frac{J}{a^2}=-\frac12-\frac{a\ln a}{3}+a\,c(a),\qquad
\frac{J+a^2/2}{a^3\ln a}=-\frac13+\frac{c(a)}{\ln a},$$

since $a\ln a\to0$ and $1/\ln a\to0$.

## The logarithm in a numerical RPA calculation

One common way to compute the RPA correlation energy is to evaluate the trace of the logarithm of the dielectric matrix, with its first-order part subtracted, at each momentum transfer and imaginary frequency, and to integrate afterwards. The rings are thus summed before the small-$q$ region is integrated. In this model, a uniform grid that omits $q=0$ would give a finite third-order sum, but one that grows logarithmically as the grid is refined.

For small $x=a/q$, computing `log1p(x) - x` still loses digits, because two nearly equal numbers are subtracted; a short series starting at $-x^2/2$ avoids this. The value $J(1)=\tfrac23(\ln2-1)\approx-0.205$ can serve to check a quadrature.

## The model and its terms in Lean

```lean
import Mathlib

open Filter Topology MeasureTheory

namespace TwoDimensionalRingModel

noncomputable section
```

The coupling `a` and momentum transfer `q` are real numbers. The proportionality of `a` to $r_s$ is an interpretation and does not enter the file.

```lean
/-- Ring integrand of the two-dimensional model at coupling `a` and momentum transfer `q`,
for `a > 0` and `q > 0`. -/
def ringIntegrand (a q : ℝ) : ℝ := q ^ 2 * (Real.log (1 + a / q) - a / q)

/-- Ring energy `J(a)`: the ring integrand summed over momentum transfers between 0 and 1. -/
def ringEnergy (a : ℝ) : ℝ := ∫ q in (0 : ℝ)..1, ringIntegrand a q
```

`ringEnergy` is $J$, an integral over momentum transfers from 0 to 1.

```lean
/-- Term of order `n` in the expansion of the ring integrand in powers of the coupling,
for `n ≥ 2` and `q > 0`. -/
def ringTerm (n : ℕ) (a q : ℝ) : ℝ := q ^ 2 * ((-1) ^ (n + 1) * (a / q) ^ n / n)
```

`ringTerm n` is the term of order $n$, defined separately from the full integrand. This gives "second-order value" a meaning independent of the limit of $J/a^2$.

```lean
/-- A primitive of the ring integrand in the momentum transfer, for `a > 0` and `q > 0`. -/
def ringPrimitive (a q : ℝ) : ℝ :=
  ((q ^ 3 + a ^ 3) * Real.log (q + a) - q ^ 3 * Real.log q - a * q ^ 2 - a ^ 2 * q) / 3
```

This is $F(q)$.

## The closed form

```lean
/-- For positive coupling and momentum transfer, the derivative of the primitive is the
ring integrand. -/
theorem ringPrimitive_hasDerivAt {a q : ℝ} (ha : 0 < a) (hq : 0 < q) :
    HasDerivAt (ringPrimitive a) (ringIntegrand a q) q := by
  have hs : q + a ≠ 0 := (add_pos hq ha).ne'
  have hq0 : q ≠ 0 := hq.ne'
  have h1 : HasDerivAt (fun x : ℝ => Real.log (x + a)) (1 / (q + a)) q :=
    ((hasDerivAt_id' q).add_const a).log hs
  have h2 : HasDerivAt (fun x : ℝ => x ^ 2) (2 * q) q := by simpa using hasDerivAt_pow 2 q
  have h3 : HasDerivAt (fun x : ℝ => x ^ 3) (3 * q ^ 2) q := by simpa using hasDerivAt_pow 3 q
  have h := (((((h3.add_const (a ^ 3)).fun_mul h1).fun_sub
    (h3.fun_mul (Real.hasDerivAt_log hq0))).fun_sub (h2.const_mul a)).fun_sub
    ((hasDerivAt_id' q).const_mul (a ^ 2))).div_const 3
  have hl : Real.log (1 + a / q) = Real.log (q + a) - Real.log q := by
    rw [← Real.log_div hs hq0]
    congr 1
    field_simp
  refine h.congr_deriv ?_
  unfold ringIntegrand
  rw [hl]
  field_simp
  ring
```

The theorem states $F'(q)=q^2[\ln(1+a/q)-a/q]$ for positive $a$ and $q$. The product and chain rules assemble the derivative in `h`; `hl` splits the logarithm, and `field_simp` and `ring` verify the remaining algebra.

```lean
/-- For positive coupling the ring integrand is integrable over momentum transfers
between 0 and 1. -/
theorem ringIntegrand_integrable {a : ℝ} (ha : 0 < a) :
    IntervalIntegrable (ringIntegrand a) volume 0 1 := by
  have hlog : ContinuousOn (fun q : ℝ => Real.log (q + a)) (Set.Icc 0 1) :=
    ContinuousOn.log (by fun_prop) (fun x hx => (add_pos_of_nonneg_of_pos hx.1 ha).ne')
  -- the integrand extends continuously to q = 0 because q ln q does
  have hc : ContinuousOn (fun q : ℝ => q ^ 2 * Real.log (q + a) - q * (q * Real.log q) - a * q)
      (Set.Icc 0 1) :=
    (((continuous_pow 2).continuousOn.mul hlog).sub
      (continuous_id.mul Real.continuous_mul_log).continuousOn).sub
      (continuous_const.mul continuous_id).continuousOn
  refine ContinuousOn.intervalIntegrable_of_Icc zero_le_one (hc.congr fun q hq => ?_)
  show ringIntegrand a q = q ^ 2 * Real.log (q + a) - q * (q * Real.log q) - a * q
  rcases hq.1.eq_or_lt with h | h
  · subst h
    simp [ringIntegrand]
  · have hl : Real.log (1 + a / q) = Real.log (q + a) - Real.log q := by
      rw [← Real.log_div (add_pos h ha).ne' h.ne']
      congr 1
      field_simp
    have e : q * (a / q) = a := by field_simp
    unfold ringIntegrand
    rw [hl]
    linear_combination (-q) * e
```

Integrability down to $q=0$ comes from continuity on $[0,1]$. The integrand is rewritten with the product $q\ln q$, which Mathlib knows to be continuous. At $q=0$ Lean's convention $a/0=0$ gives the integrand the value zero, which is also its limit.

```lean
/-- Closed form of the ring energy for every positive coupling. -/
theorem ringEnergy_closed_form {a : ℝ} (ha : 0 < a) :
    ringEnergy a =
      ((1 + a ^ 3) * Real.log (1 + a) - a ^ 3 * Real.log a - a - a ^ 2) / 3 := by
  have hlog : ContinuousOn (fun q : ℝ => Real.log (q + a)) (Set.Icc 0 1) :=
    ContinuousOn.log (by fun_prop) (fun x hx => (add_pos_of_nonneg_of_pos hx.1 ha).ne')
  have hc : ContinuousOn (fun q : ℝ => ((q ^ 3 + a ^ 3) * Real.log (q + a)
      - q ^ 2 * (q * Real.log q) - (a * q ^ 2 + a ^ 2 * q)) / 3) (Set.Icc 0 1) :=
    ((((by fun_prop : Continuous fun q : ℝ => q ^ 3 + a ^ 3).continuousOn.mul hlog).sub
      ((continuous_pow 2).mul Real.continuous_mul_log).continuousOn).sub
      (by fun_prop : Continuous fun q : ℝ => a * q ^ 2 + a ^ 2 * q).continuousOn).div_const 3
  have hp : ContinuousOn (ringPrimitive a) (Set.Icc 0 1) :=
    hc.congr fun q _ => by simp only [ringPrimitive]; ring
  unfold ringEnergy
  rw [intervalIntegral.integral_eq_sub_of_hasDerivAt_of_le zero_le_one hp
    (fun q hq => ringPrimitive_hasDerivAt ha hq.1) (ringIntegrand_integrable ha)]
  simp only [ringPrimitive, zero_add, Real.log_one]
  ring
```

The fundamental theorem of calculus requires a primitive continuous on the closed interval, its derivative inside, and an integrable derivative. The first is `hp`; the other two are the preceding theorems. Evaluating at the endpoints gives $F(1)-F(0)$.

## Second order converges, third order does not

```lean
/-- The second-order ring term integrates to the finite value `-a²/2`. -/
theorem second_order_value (a : ℝ) : ∫ q in (0 : ℝ)..1, ringTerm 2 a q = -a ^ 2 / 2 := by
  have h : ∫ q in (0 : ℝ)..1, ringTerm 2 a q = ∫ _q in (0 : ℝ)..1, -a ^ 2 / 2 := by
    refine intervalIntegral.integral_congr_ae (Eventually.of_forall fun q hq => ?_)
    rw [Set.uIoc_of_le zero_le_one] at hq
    have hq0 : q ≠ 0 := hq.1.ne'
    have e : q * (a / q) = a := by field_simp
    unfold ringTerm
    push_cast
    linear_combination (-(1 / 2)) * (q * (a / q) + a) * e
  rw [h]
  simp
```

For $q>0$ the second-order term is replaced by the constant $-a^2/2$, whose integral over the unit interval is immediate. The result holds for every real $a$.

```lean
/-- At nonzero coupling the third-order ring term is not integrable over momentum
transfers between 0 and 1. -/
theorem third_order_diverges {a : ℝ} (ha : a ≠ 0) :
    ¬ IntervalIntegrable (ringTerm 3 a) volume 0 1 := by
  intro h
  have h2 := h.const_mul (3 / a ^ 3)
  -- up to a constant the term is 1/q
  have e : (fun q => 3 / a ^ 3 * ringTerm 3 a q) = fun q : ℝ => q⁻¹ := by
    funext q
    by_cases hq : q = 0
    · simp [ringTerm, hq]
    · simp only [ringTerm]
      norm_num
      field_simp
  rw [e, intervalIntegrable_inv_iff] at h2
  simp at h2
```

Multiplying the third-order term by $3/a^3$ turns it into $1/q$. Mathlib's criterion for the integrability of $1/q$ fails on an interval that reaches zero, which gives the contradiction.

## The error estimate

```lean
/-- Taylor bounds of third and fourth order on `ln(1 + a)` for `a ≥ 0`. -/
theorem log_taylor_bounds {a : ℝ} (ha : 0 ≤ a) :
    a - a ^ 2 / 2 + a ^ 3 / 3 - a ^ 4 / 4 ≤ Real.log (1 + a) ∧
      Real.log (1 + a) ≤ a - a ^ 2 / 2 + a ^ 3 / 3 := by
  -- a function that starts at zero and has nonnegative slope is nonnegative
  have key : ∀ f f' : ℝ → ℝ, f 0 = 0 → (∀ x, 0 ≤ x → HasDerivAt f (f' x) x) →
      (∀ x, 0 ≤ x → 0 ≤ f' x) → 0 ≤ f a := by
    intro f f' h0 hd hp
    have hm : MonotoneOn f (Set.Ici 0) := by
      refine monotoneOn_of_deriv_nonneg (convex_Ici 0)
        (fun x hx => (hd x hx).continuousAt.continuousWithinAt)
        (fun x hx => (hd x (interior_subset hx)).differentiableAt.differentiableWithinAt)
        (fun x hx => ?_)
      rw [(hd x (interior_subset hx)).deriv]
      exact hp x (interior_subset hx)
    have := hm (Set.mem_Ici.2 le_rfl) (Set.mem_Ici.2 ha) ha
    rwa [h0] at this
  have hlog : ∀ x : ℝ, 0 ≤ x → HasDerivAt (fun y : ℝ => Real.log (1 + y)) (1 / (1 + x)) x :=
    fun x hx => ((hasDerivAt_id' x).const_add 1).log (by positivity)
  have hpoly : ∀ x : ℝ,
      HasDerivAt (fun y : ℝ => y - y ^ 2 / 2 + y ^ 3 / 3) (1 - x + x ^ 2) x := by
    intro x
    have h2 : HasDerivAt (fun y : ℝ => y ^ 2) (2 * x) x := by simpa using hasDerivAt_pow 2 x
    have h3 : HasDerivAt (fun y : ℝ => y ^ 3) (3 * x ^ 2) x := by simpa using hasDerivAt_pow 3 x
    exact (((hasDerivAt_id' x).fun_sub (h2.div_const 2)).fun_add (h3.div_const 3)).congr_deriv
      (by ring)
  have u : 0 ≤ a - a ^ 2 / 2 + a ^ 3 / 3 - Real.log (1 + a) :=
    key (fun y => y - y ^ 2 / 2 + y ^ 3 / 3 - Real.log (1 + y)) (fun x => x ^ 3 / (1 + x))
      (by simp)
      (fun x hx => ((hpoly x).fun_sub (hlog x hx)).congr_deriv (by
        have hx1 : 1 + x ≠ 0 := by positivity
        show _ = x ^ 3 / (1 + x)
        field_simp
        ring))
      (fun x hx => by show 0 ≤ x ^ 3 / (1 + x); positivity)
  have l : 0 ≤ Real.log (1 + a) - (a - a ^ 2 / 2 + a ^ 3 / 3) + a ^ 4 / 4 :=
    key (fun y => Real.log (1 + y) - (y - y ^ 2 / 2 + y ^ 3 / 3) + y ^ 4 / 4)
      (fun x => x ^ 4 / (1 + x)) (by simp)
      (fun x hx => by
        have h4 : HasDerivAt (fun y : ℝ => y ^ 4) (4 * x ^ 3) x := by
          simpa using hasDerivAt_pow 4 x
        refine (((hlog x hx).fun_sub (hpoly x)).fun_add (h4.div_const 4)).congr_deriv ?_
        have hx1 : 1 + x ≠ 0 := by positivity
        show _ = x ^ 4 / (1 + x)
        field_simp
        ring)
      (fun x hx => by show 0 ≤ x ^ 4 / (1 + x); positivity)
  constructor <;> linarith
```

The auxiliary statement `key` says that a function starting at zero with nonnegative slope on $[0,\infty)$ is nonnegative at `a`. It is applied to the two differences between the logarithm and its Taylor polynomials, whose slopes are $x^3/(1+x)$ and $x^4/(1+x)$.

```lean
/-- For every positive coupling, the ring energy differs from
`-a²/2 - (a³/3) ln a + a³/9` by at most `a⁴/3`. -/
theorem ringEnergy_expansion {a : ℝ} (ha : 0 < a) :
    |ringEnergy a - (-a ^ 2 / 2 - a ^ 3 / 3 * Real.log a + a ^ 3 / 9)| ≤ a ^ 4 / 3 := by
  obtain ⟨hl, hu⟩ := log_taylor_bounds ha.le
  have h0 : 0 ≤ Real.log (1 + a) := Real.log_nonneg (by linarith)
  have h1 : Real.log (1 + a) ≤ a := by
    linarith [Real.log_le_sub_one_of_pos (by linarith : 0 < 1 + a)]
  have m0 : 0 ≤ a ^ 3 * Real.log (1 + a) := by positivity
  have m1 : a ^ 3 * Real.log (1 + a) ≤ a ^ 3 * a := by gcongr
  have h4 : 0 < a ^ 4 := by positivity
  rw [ringEnergy_closed_form ha, abs_le]
  constructor <;> nlinarith
```

This bound holds for every positive coupling, though it is informative mainly when $a$ is small. The proof inserts the closed form and combines the Taylor bounds with $0\le a^3L\le a^4$, as in the derivation above.

## The three limits

The filter `𝓝[>] 0` means that $a$ approaches zero through positive values.

```lean
/-- Once the second-order and logarithmic terms are removed, the ring energy divided by `a³`
tends to `1/9` as the coupling tends to zero from above. -/
theorem tendsto_cubic_coefficient :
    Tendsto (fun a => (ringEnergy a + a ^ 2 / 2 + a ^ 3 / 3 * Real.log a) / a ^ 3)
      (𝓝[>] 0) (𝓝 (1 / 9)) := by
  have hlo : Tendsto (fun a : ℝ => 1 / 9 - a / 3) (𝓝[>] 0) (𝓝 (1 / 9)) :=
    ((by fun_prop : Continuous fun a : ℝ => 1 / 9 - a / 3).tendsto' 0 (1 / 9)
      (by norm_num)).mono_left nhdsWithin_le_nhds
  have hhi : Tendsto (fun a : ℝ => 1 / 9 + a / 3) (𝓝[>] 0) (𝓝 (1 / 9)) :=
    ((by fun_prop : Continuous fun a : ℝ => 1 / 9 + a / 3).tendsto' 0 (1 / 9)
      (by norm_num)).mono_left nhdsWithin_le_nhds
  refine tendsto_of_tendsto_of_tendsto_of_le_of_le' hlo hhi ?_ ?_
  · filter_upwards [self_mem_nhdsWithin] with a ha
    have hp : 0 < a := ha
    rw [le_div_iff₀ (by positivity)]
    nlinarith [(abs_le.1 (ringEnergy_expansion hp)).1]
  · filter_upwards [self_mem_nhdsWithin] with a ha
    have hp : 0 < a := ha
    rw [div_le_iff₀ (by positivity)]
    nlinarith [(abs_le.1 (ringEnergy_expansion hp)).2]
```

The quotient is $c(a)$. It is squeezed between $\tfrac19-\tfrac a3$ and $\tfrac19+\tfrac a3$.

```lean
/-- As the coupling tends to zero from above, `J(a)/a²` tends to `-1/2`. -/
theorem tendsto_second_order :
    Tendsto (fun a => ringEnergy a / a ^ 2) (𝓝[>] 0) (𝓝 (-1 / 2)) := by
  have hl : Tendsto (fun a : ℝ => a * Real.log a) (𝓝[>] 0) (𝓝 0) :=
    (Real.continuous_mul_log.tendsto' 0 0 (by simp)).mono_left nhdsWithin_le_nhds
  have hi : Tendsto (fun a : ℝ => a) (𝓝[>] 0) (𝓝 0) :=
    (continuous_id.tendsto' 0 0 rfl).mono_left nhdsWithin_le_nhds
  have h := ((hl.const_mul (-1 / 3)).add (hi.mul tendsto_cubic_coefficient)).const_add (-1 / 2)
  have e : (-1 / 2 : ℝ) = -1 / 2 + (-1 / 3 * 0 + 0 * (1 / 9)) := by norm_num
  rw [e]
  refine h.congr' ?_
  filter_upwards [self_mem_nhdsWithin] with a ha
  have ha0 : a ≠ 0 := (Set.mem_Ioi.1 ha).ne'
  field_simp
  ring
```

The proof uses the identity for $J/a^2$ given above, with the limit of $a\ln a$ supplied by the continuity of that function.

```lean
/-- As the coupling tends to zero from above, the ring energy beyond second order, divided by
`a³ ln a`, tends to `-1/3`. -/
theorem tendsto_logarithmic_coefficient :
    Tendsto (fun a => (ringEnergy a + a ^ 2 / 2) / (a ^ 3 * Real.log a))
      (𝓝[>] 0) (𝓝 (-1 / 3)) := by
  have hinv : Tendsto (fun a : ℝ => (Real.log a)⁻¹) (𝓝[>] 0) (𝓝 0) :=
    tendsto_inv_atBot_zero.comp Real.tendsto_log_nhdsGT_zero
  have h := (tendsto_cubic_coefficient.mul hinv).const_add (-1 / 3)
  have e : (-1 / 3 : ℝ) = -1 / 3 + 1 / 9 * 0 := by norm_num
  rw [e]
  refine h.congr' ?_
  -- below a = 1 the logarithm does not vanish
  filter_upwards [Ioo_mem_nhdsGT (zero_lt_one' ℝ)] with a ha
  have ha0 : a ≠ 0 := ha.1.ne'
  have hl0 : Real.log a ≠ 0 := (Real.log_neg ha.1 ha.2).ne
  field_simp
  ring

end

end TwoDimensionalRingModel
```

Here the second identity is used. The proof restricts attention to $0<a<1$, where $\ln a$ is nonzero and the division is legitimate.

```lean
#print axioms TwoDimensionalRingModel.second_order_value
#print axioms TwoDimensionalRingModel.third_order_diverges
#print axioms TwoDimensionalRingModel.tendsto_second_order
#print axioms TwoDimensionalRingModel.tendsto_logarithmic_coefficient
```

```
'TwoDimensionalRingModel.second_order_value' depends on axioms: [propext, Classical.choice, Quot.sound]
'TwoDimensionalRingModel.third_order_diverges' depends on axioms: [propext, Classical.choice, Quot.sound]
'TwoDimensionalRingModel.tendsto_second_order' depends on axioms: [propext, Classical.choice, Quot.sound]
'TwoDimensionalRingModel.tendsto_logarithmic_coefficient' depends on axioms: [propext, Classical.choice, Quot.sound]
```
